# The energies of a finite-dimensional Hermitian Hamiltonian are exactly the eigenvalues listed by the spectral theorem

For a quantum system with a finite-dimensional state space, whose Hamiltonian is a complex Hermitian matrix `H`, the file calls a real number x an energy if `H` v = x v for some nonzero vector v, which need not be normalised. The theorem says that the set of these energies is the set of values taken by `hH.eigenvalues`, the list of eigenvalues that the spectral theorem supplies; as an equality of sets, it does not record degeneracies. In one direction, the attempt supposes that an energy x lies outside the spectrum, so that x·1 − `H` has an inverse; since this matrix sends v to zero, applying the inverse gives v = 0, a contradiction. In the other direction, each listed eigenvalue is shown to be an energy by means of the matching vector of the orthonormal eigenbasis.

This version doesn't compile in Lean 4 with Mathlib:

```lean
import Mathlib

open Matrix Filter Topology
open scoped ComplexOrder

namespace EnergiesEqRange

noncomputable section

variable {n : Type*} [Fintype n] [DecidableEq n]

/-- The energies of `H`: real numbers that have a nonzero eigenvector. -/
def energies (H : Matrix n n ℂ) : Set ℝ :=
  {x | ∃ v : n → ℂ, v ≠ 0 ∧ H *ᵥ v = (x : ℂ) • v}

/-- The energies of a Hermitian matrix are the eigenvalues listed by the spectral theorem. -/
theorem energies_eq_range {H : Matrix n n ℂ} (hH : H.IsHermitian) :
    energies H = Set.range hH.eigenvalues := by
  apply Set.Subset.antisymm
  · rintro x ⟨v, hv, hx⟩
    rw [← hH.spectrum_real_eq_range_eigenvalues, spectrum.mem_iff]
    rintro ⟨u, hu⟩
    apply hv
    have h0 : (u : Matrix n n ℂ) *ᵥ v = 0 := by
      rw [hu, Matrix.sub_mulVec, hx, Algebra.algebraMap_eq_smul_one, Matrix.smul_mulVec,
        Matrix.one_mulVec]
      ext i
      simp
    calc v = (((u⁻¹ : (Matrix n n ℂ)ˣ) : Matrix n n ℂ) * u) *ᵥ v := by
          rw [Units.inv_mul, Matrix.one_mulVec]
      _ = 0 := by rw [← Matrix.mulVec_mulVec, h0, Matrix.mulVec_zero]
  · rintro _ ⟨i, rfl⟩
    refine ⟨(hH.eigenvectorBasis i).ofLp, fun h => ?_, ?_⟩
    · apply hH.eigenvectorBasis.orthonormal.ne_zero i
      ext j
      exact congrFun h j
    · rw [hH.mulVec_eigenvectorBasis i]
      ext l
      simp

end

end EnergiesEqRange
```

The compiler's answer:

```
Main.lean:29:14: error(lean.synthInstanceFailed): failed to synthesize instance of type class
  HMul (Matrix n n ℂ) (Matrix n n ℂ)ˣ ?m.129

Hint: Type class instance resolution failures can be inspected with the `set_option trace.Meta.synthInstance true` command.
```

The error is in the `calc` step that writes v as the inverse matrix times the matrix, applied to v. Here `u` is not itself a matrix but a unit, an element of `(Matrix n n ℂ)ˣ`, which packages an invertible matrix with its inverse. The first factor, `u⁻¹`, is explicitly converted to a matrix, but the second is written as plain `u`, and in this place Lean did not convert it. It therefore looked for a way to multiply a matrix by a unit, the `HMul` instance named in the message, and found none.

The repair writes the second factor as `(u : Matrix n n ℂ)`, which tells Lean to take the underlying matrix. The product is then an ordinary product of two matrices, and it has the form that `Units.inv_mul` rewrites to the identity, after which `Matrix.one_mulVec` leaves v.

Fix (accepted with no message):

```diff
@@ -27,5 +27,5 @@
       ext i
       simp
-    calc v = (((u⁻¹ : (Matrix n n ℂ)ˣ) : Matrix n n ℂ) * u) *ᵥ v := by
+    calc v = (((u⁻¹ : (Matrix n n ℂ)ˣ) : Matrix n n ℂ) * (u : Matrix n n ℂ)) *ᵥ v := by
           rw [Units.inv_mul, Matrix.one_mulVec]
       _ = 0 := by rw [← Matrix.mulVec_mulVec, h0, Matrix.mulVec_zero]
```
